# The n-th power of the one-particle shift on a finite ring moves the particle n sites

On a ring of `L` sites, with `L` nonzero, the cyclic shift carries a single particle from site `j` to site `j + 1`, sites being counted modulo `L`. The lemma says that `n` applications carry it from `j` to `j + n`: the `(i, j)` entry of the `n`-th power of the real shift matrix is 1 if `i = j + n` in `ZMod L`, and 0 otherwise. The proof is by induction on `n`. In the successor step it writes the power as a matrix product. A single `simp only` is then meant to evaluate the `n`-th power by the induction hypothesis and to collapse the sum over intermediate sites to the one site `j + 1`.

An attempt in Lean 4 with a fault in it:

```lean
import Mathlib

open Matrix Polynomial

namespace ShiftPowApply

noncomputable section

/-- The shift matrix on `ZMod L`: it moves a particle from site `j` to `j + 1`. For `L ≥ 1` this is
the cyclic shift on a ring of `L` sites. -/
def shift (L : ℕ) : Matrix (ZMod L) (ZMod L) ℝ :=
  Matrix.of fun i j => if i = j + 1 then 1 else 0

/-- The `n`-th power of the cyclic shift moves a particle by `n` sites around the ring. -/
theorem shift_pow_apply (L : ℕ) [NeZero L] (n : ℕ) (i j : ZMod L) :
    (shift L ^ n) i j = if i = j + (n : ZMod L) then 1 else 0 := by
  induction n generalizing i j with
  | zero => simp [Matrix.one_apply]
  | succ n ih =>
    have h : j + 1 + (n : ZMod L) = j + ((n + 1 : ℕ) : ZMod L) := by
      push_cast
      ring
    rw [pow_succ, Matrix.mul_apply]
    simp only [ih, shift, Matrix.of_apply, mul_ite, mul_one, mul_zero, Finset.sum_ite_eq',
      Finset.mem_univ, if_true]
    rw [h]

end

end ShiftPowApply
```

Messages:

```
Main.lean:26:8: error: Tactic `rewrite` failed: Did not find an occurrence of the pattern
  j + 1 + ↑n
in the target expression
  ((of fun i j => if i = j + 1 then 1 else 0) ^ n) i (j + 1) = if i = j + ↑(n + 1) then 1 else 0

case succ
L : ℕ
inst✝ : NeZero L
n : ℕ
ih : ∀ (i j : ZMod L), (shift L ^ n) i j = if i = j + ↑n then 1 else 0
i j : ZMod L
h : j + 1 + ↑n = j + ↑(n + 1)
⊢ ((of fun i j => if i = j + 1 then 1 else 0) ^ n) i (j + 1) = if i = j + ↑(n + 1) then 1 else 0

Note: The target expression is not type-correct under the `implicit` transparency level, which may have triggered the failure. This is usually caused by unfolding of semireducible definitions in prior tactic steps. Use `set_option linter.tacticCheckInstances true` to investigate the source of the issue.
Full error:
  function expected
    ((of fun i j => if i = j + 1 then 1 else 0) ^ n) i
Main.lean:24:15: warning: This simp argument is unused:
  ih

Hint: Omit it from the simp argument list.
  [apply] simp only [shift, Matrix.of_apply, mul_ite, mul_one, mul_zero, Finset.sum_ite_eq', Finset.mem_univ, if_true]

Note: This linter can be disabled with `set_option linter.unusedSimpArgs false`
```

Cause. The error says that `rw [h]` found no `j + 1 + ↑n` in the goal. That expression should have come from the induction hypothesis `ih`, but the warning says `ih` was never used. The reason is `shift` in the `simp only` list. It unfolds the definition everywhere, including inside `shift L ^ n`, and `simp` rewrites that inner term before it tries `ih` on the whole entry. The goal then holds a power of `of fun i j => …`, which no longer matches the `shift L ^ n` in `ih`. The sum does collapse to `j + 1`, but the power remains unevaluated. Lean's note about type-correctness offers another possible trigger, but the pattern is plainly missing from the printed goal.

The repair adds `hs`, which gives the entries of `shift L` in column `j` and holds by `rfl`, and uses it in place of `shift` and `Matrix.of_apply`. It rewrites only the single-step factor and leaves the power intact, so `ih` applies, `j + 1 + ↑n` appears, and `rw [h]` finishes the proof.

Fix (accepted with no message):

```diff
@@ -21,6 +21,7 @@
       push_cast
       ring
+    have hs : ∀ k : ZMod L, shift L k j = if k = j + 1 then 1 else 0 := fun _ => rfl
     rw [pow_succ, Matrix.mul_apply]
-    simp only [ih, shift, Matrix.of_apply, mul_ite, mul_one, mul_zero, Finset.sum_ite_eq',
+    simp only [ih, hs, mul_ite, mul_one, mul_zero, Finset.sum_ite_eq',
       Finset.mem_univ, if_true]
     rw [h]
```
